# The potential form of a finite-grid Kohn–Sham energy ignores the potential zero exactly when the system is neutral

For self-consistent Kohn–Sham orbitals on a finite grid, the total energy is

T + E_C + Exc = B − (n·V + Z·M)/2 − n·vxc + Exc.

Here T is the kinetic energy, E_C the Coulomb energy, B the band energy (the occupation-weighted sum of orbital energies), n the electron numbers on the grid points and Z the nuclear charges. V and M are the Coulomb potentials at the grid points and at the nuclei, both expressed as the potential energy of an electron, and vxc and Exc are the exchange-correlation potential and energy. If V and M are both shifted by c, and B by c times the electron number, the right-hand side stays the same for every c exactly when ∑n = ∑Z.

In a periodic crystal, the zero of the Coulomb potential is a convention. In this finite-grid model with a local potential, the result says when an energy assembled from orbital energies and potentials, as in all-electron LAPW work, is independent of that convention.

## Charges, orbitals and potentials

```lean
import Mathlib

open Matrix

namespace LAPWTotalEnergy

noncomputable section

variable {ι κ o : Type*} [Fintype ι] [Fintype κ] [Fintype o]
```

The three types label grid points (`ι`, index i), nuclei (`κ`, index a) and orbitals (`o`, index k), each a finite set. A vector is a function on labels, so `ι → ℝ` is one real number per grid point.

```lean
/-- Electron number on each grid point, from occupations `f` and orbitals `ψ`. -/
def density (f : o → ℝ) (ψ : o → ι → ℂ) : ι → ℝ :=
  fun i => ∑ k, f k * Complex.normSq (ψ k i)
```

With occupations fₖ and complex orbitals ψₖ, the electron number at point i is

nᵢ = ∑ₖ fₖ |ψₖ(i)|².

`Complex.normSq` is the squared modulus. Grid weights are absorbed into the orbitals, so nᵢ is a number of electrons, not a density per volume.

```lean
/-- Normalised orbitals that solve the Kohn-Sham equations with kinetic matrix `K`,
local potential `v` and orbital energies `ε`. -/
def IsOrbitalSet (K : Matrix ι ι ℂ) (v : ι → ℝ) (ε : o → ℝ) (ψ : o → ι → ℂ) : Prop :=
  ∀ k, (K *ᵥ ψ k + (fun i => (v i : ℂ) * ψ k i) = (ε k : ℂ) • ψ k) ∧
    ∑ i, Complex.normSq (ψ k i) = 1
```

`Prop` marks a statement that may be true or false. This one says that for every k

(Kψₖ)(i) + vᵢ ψₖ(i) = εₖ ψₖ(i) for all i, and ∑ᵢ |ψₖ(i)|² = 1.

`*ᵥ` is matrix times vector. The potential v is local and real, and the orbital energies εₖ are real. The definition does not ask K to be Hermitian or the orbitals to be mutually orthogonal. The grid basis is orthonormal, so the overlap matrix of a real LAPW basis is absent.

```lean
/-- Kinetic energy: the occupation-weighted sum of the real parts of `⟨ψ|K|ψ⟩`. -/
def kineticEnergy (K : Matrix ι ι ℂ) (f : o → ℝ) (ψ : o → ι → ℂ) : ℝ :=
  ∑ k, f k * (star (ψ k) ⬝ᵥ K *ᵥ ψ k).re
```

This is T = ∑ₖ fₖ Re⟨ψₖ|K|ψₖ⟩. `star` is complex conjugation and `⬝ᵥ` is the dot product.

```lean
/-- Band energy: the occupation-weighted sum of orbital energies. -/
def bandEnergy (f ε : o → ℝ) : ℝ := ∑ k, f k * ε k
```

This is B = ∑ₖ fₖ εₖ.

```lean
/-- Coulomb potential energy of an electron at each grid point. -/
def electronPotential (W : Matrix ι ι ℝ) (C : Matrix ι κ ℝ) (n : ι → ℝ) (Z : κ → ℝ) :
    ι → ℝ := W *ᵥ n - C *ᵥ Z
```

The matrix W holds the electron–electron interaction between grid points, and C the interaction between grid points and nuclei. An electron at a grid point has the Coulomb potential energy V = Wn − CZ.

```lean
/-- Coulomb potential at each nucleus, in the sign convention of the electrons. -/
def nuclearPotential (C : Matrix ι κ ℝ) (N : Matrix κ κ ℝ) (n : ι → ℝ) (Z : κ → ℝ) :
    κ → ℝ := Cᵀ *ᵥ n - N *ᵥ Z
```

With N for the interaction between nuclei, M = Cᵀn − NZ. This is the energy that a unit electron charge would have at the nucleus, so the nucleus itself feels −M. A zero diagonal in N leaves out each nucleus's interaction with itself, though the theorems allow any diagonal.

```lean
/-- Coulomb energy: electron repulsion, electron-nucleus attraction, nuclear repulsion. -/
def coulombEnergy (W : Matrix ι ι ℝ) (C : Matrix ι κ ℝ) (N : Matrix κ κ ℝ)
    (n : ι → ℝ) (Z : κ → ℝ) : ℝ :=
  n ⬝ᵥ W *ᵥ n / 2 - n ⬝ᵥ C *ᵥ Z + Z ⬝ᵥ N *ᵥ Z / 2
```

E_C = n·Wn/2 − n·CZ + Z·NZ/2

```lean
/-- Energy in potential form: `B` minus half the charges times their potentials. -/
def potentialForm (B : ℝ) (n : ι → ℝ) (Z : κ → ℝ) (V : ι → ℝ) (M : κ → ℝ) : ℝ :=
  B - (n ⬝ᵥ V + Z ⬝ᵥ M) / 2
```

The potential form is B − (n·V + Z·M)/2. Its arguments are independent here, so V and M can later be shifted freely.

## Three algebraic lemmas

```lean
/-- The interaction of two charge sets is the same read from either side. -/
theorem dot_transpose (A : Matrix ι κ ℝ) (x : ι → ℝ) (y : κ → ℝ) :
    y ⬝ᵥ Aᵀ *ᵥ x = x ⬝ᵥ A *ᵥ y := by
  rw [Matrix.mulVec_transpose, dotProduct_comm, ← Matrix.dotProduct_mulVec]
```

For any matrix A, y·Aᵀx = x·Ay. Both sides are the double sum of xᵢ Aᵢₐ yₐ.

```lean
/-- A constant `c` added to a potential adds `c` times the total charge to the energy. -/
theorem dot_shift (x v : ι → ℝ) (c : ℝ) :
    x ⬝ᵥ (fun i => v i + c) = x ⬝ᵥ v + c * ∑ i, x i := by
  simp only [dotProduct, mul_add, Finset.sum_add_distrib, ← Finset.sum_mul]
  ring
```

Adding c to every entry of v gives x·(v + c) = x·v + c ∑ᵢ xᵢ.

```lean
/-- A quadratic energy curve has its linear coefficient as slope at the origin. -/
theorem quadratic_slope (a b c : ℝ) :
    HasDerivAt (fun t : ℝ => a + t * b + t ^ 2 * c) b 0 :=
  ((((hasDerivAt_id' (0 : ℝ)).mul_const b).const_add a).fun_add
    ((hasDerivAt_pow 2 (0 : ℝ)).mul_const c)).congr_deriv (by simp)
```

`HasDerivAt g b 0` says that g has derivative b at 0. The curve a + tb + t²c has slope b there.

## The potentials as derivatives of the Coulomb energy

```lean
/-- For a symmetric electron kernel, the electron potential is the derivative of the
Coulomb energy with respect to the electron density. -/
theorem electronPotential_is_derivative {W : Matrix ι ι ℝ} (hW : W.IsSymm)
    (C : Matrix ι κ ℝ) (N : Matrix κ κ ℝ) (n δ : ι → ℝ) (Z : κ → ℝ) :
    HasDerivAt (fun t : ℝ => coulombEnergy W C N (n + t • δ) Z)
      (δ ⬝ᵥ electronPotential W C n Z) 0 := by
  have hs := dot_transpose W δ n
  rw [hW.eq] at hs
  convert quadratic_slope (coulombEnergy W C N n Z)
    (δ ⬝ᵥ electronPotential W C n Z) (δ ⬝ᵥ W *ᵥ δ / 2) using 1
  funext t
  simp only [coulombEnergy, electronPotential, Matrix.mulVec_add, Matrix.mulVec_smul,
    add_dotProduct, dotProduct_add, smul_dotProduct, dotProduct_smul, dotProduct_sub,
    smul_eq_mul]
  linear_combination (t / 2) * hs
```

Change the electron numbers along a direction δ. Expanding gives

E_C(n + tδ) = E_C(n) + t[(n·Wδ + δ·Wn)/2 − δ·CZ] + t² δ·Wδ/2.

If W is symmetric, n·Wδ = δ·Wn, and the bracket becomes δ·V. In the proof, `hs` is this symmetry relation, `convert` matches the energy with the quadratic curve, and `linear_combination` checks that the difference between the two sides is a multiple of `hs`.

Without symmetry the statement can fail. Take two sites, Z = 0, and W with the single nonzero entry W₁₂ = 1. Then E_C = n₁n₂/2. At n = (1, 0), the derivative with respect to n₂ is 1/2, while V₂ = 0.

```lean
/-- For a symmetric nuclear kernel, minus the nuclear potential is the derivative of the
Coulomb energy with respect to the nuclear charges. -/
theorem nuclearPotential_is_derivative (W : Matrix ι ι ℝ) (C : Matrix ι κ ℝ)
    {N : Matrix κ κ ℝ} (hN : N.IsSymm) (n : ι → ℝ) (Z ζ : κ → ℝ) :
    HasDerivAt (fun t : ℝ => coulombEnergy W C N n (Z + t • ζ))
      (-(ζ ⬝ᵥ nuclearPotential C N n Z)) 0 := by
  have hs := dot_transpose N ζ Z
  rw [hN.eq] at hs
  convert quadratic_slope (coulombEnergy W C N n Z)
    (-(ζ ⬝ᵥ nuclearPotential C N n Z)) (ζ ⬝ᵥ N *ᵥ ζ / 2) using 1
  funext t
  simp only [coulombEnergy, nuclearPotential, Matrix.mulVec_add, Matrix.mulVec_smul,
    add_dotProduct, dotProduct_add, smul_dotProduct, dotProduct_smul, dotProduct_sub,
    smul_eq_mul]
  linear_combination (t / 2) * hs + t * dot_transpose C n ζ
```

The same expansion in the nuclear charges, along a direction ζ, has the linear coefficient

−n·Cζ + ζ·NZ = −ζ·(Cᵀn − NZ) = −ζ·M,

where the symmetry of N combines the two nuclear cross terms. The minus sign reflects the electron sign convention in M.

These two theorems justify the names of V and M. The energy formula below needs neither symmetry assumption.

## Kinetic energy from the orbital equations

```lean
/-- For Kohn-Sham orbitals, the kinetic energy is the band energy minus the energy of
the density in the local potential. -/
theorem kinetic_eq_band_sub {K : Matrix ι ι ℂ} {v : ι → ℝ} {ε : o → ℝ} {ψ : o → ι → ℂ}
    (f : o → ℝ) (h : IsOrbitalSet K v ε ψ) :
    kineticEnergy K f ψ = bandEnergy f ε - density f ψ ⬝ᵥ v := by
  -- project each orbital equation on its own orbital
  have hk : ∀ k, (star (ψ k) ⬝ᵥ K *ᵥ ψ k).re
      = ε k - ∑ i, v i * Complex.normSq (ψ k i) := by
    intro k
    have ht : ∀ i, (star (ψ k i) * (K *ᵥ ψ k) i).re
        = ε k * Complex.normSq (ψ k i) - v i * Complex.normSq (ψ k i) := by
      intro i
      have h1 := congrFun (h k).1 i
      simp only [Pi.add_apply, Pi.smul_apply, smul_eq_mul] at h1
      have h2 : (K *ᵥ ψ k) i = ((ε k - v i : ℝ) : ℂ) * ψ k i := by
        push_cast
        linear_combination h1
      rw [h2]
      simp [Complex.mul_re, Complex.mul_im, Complex.normSq_apply]
      ring
    have hs : (star (ψ k) ⬝ᵥ K *ᵥ ψ k).re
        = ∑ i, (star (ψ k i) * (K *ᵥ ψ k) i).re := by
      simp only [dotProduct, Complex.re_sum, Pi.star_apply]
    rw [hs, Finset.sum_congr rfl (fun i _ => ht i), Finset.sum_sub_distrib,
      ← Finset.mul_sum, (h k).2, mul_one]
  have hd : density f ψ ⬝ᵥ v = ∑ k, f k * ∑ i, v i * Complex.normSq (ψ k i) := by
    simp only [dotProduct, density, Finset.sum_mul, Finset.mul_sum]
    rw [Finset.sum_comm]
    exact Finset.sum_congr rfl fun k _ => Finset.sum_congr rfl fun i _ => by ring
  rw [hd, kineticEnergy, bandEnergy, ← Finset.sum_sub_distrib]
  exact Finset.sum_congr rfl fun k _ => by rw [hk k]; ring
```

The orbital equation gives (Kψₖ)(i) = (εₖ − vᵢ) ψₖ(i). Multiply by the conjugate of ψₖ(i), sum over i and use normalisation:

⟨ψₖ|K|ψₖ⟩ = εₖ − ∑ᵢ vᵢ |ψₖ(i)|².

Weighting with fₖ and summing over k gives

T = B − n·v.

The code follows this order. `ht` is the equation at one grid point, `hk` its sum over the grid, and `hd` exchanges the sums over i and k in n·v.

## The total energy

```lean
/-- For self-consistent orbitals in the Coulomb potential plus `vxc`, the total energy is
the potential form with the band energy, minus `n · vxc`, plus the energy `Exc`. -/
theorem total_energy {K : Matrix ι ι ℂ} {W : Matrix ι ι ℝ} {C : Matrix ι κ ℝ}
    (N : Matrix κ κ ℝ) {n vxc : ι → ℝ} {Z : κ → ℝ} {f ε : o → ℝ} {ψ : o → ι → ℂ}
    (Exc : ℝ) (hn : n = density f ψ)
    (h : IsOrbitalSet K (electronPotential W C n Z + vxc) ε ψ) :
    kineticEnergy K f ψ + coulombEnergy W C N n Z + Exc =
      potentialForm (bandEnergy f ε) n Z (electronPotential W C n Z)
        (nuclearPotential C N n Z) - n ⬝ᵥ vxc + Exc := by
  have hT := kinetic_eq_band_sub f h
  rw [← hn] at hT
  rw [hT]
  simp only [potentialForm, coulombEnergy, electronPotential, nuclearPotential,
    dotProduct_add, dotProduct_sub]
  linear_combination (1 / 2) * dot_transpose C n Z
```

There are two hypotheses. `hn` says that n is the density of the orbitals, and `h` says that those orbitals solve the equations in the potential V + vxc. Together they express self-consistency.

Physically, vxc should be the derivative of an exchange-correlation energy with value Exc. The theorem does not require this link: vxc is any real vector and Exc any real number.

The previous theorem gives

T = B − n·V − n·vxc = B − n·Wn + n·CZ − n·vxc.

Adding the Coulomb energy cancels the n·CZ terms:

T + E_C = B − n·Wn/2 + Z·NZ/2 − n·vxc.

On the other side, Z·Cᵀn = n·CZ, so

(n·V + Z·M)/2 = (n·Wn − Z·NZ)/2.

Substituting this and adding Exc gives the formula. In Lean, `hT` supplies T, `simp only` expands the definitions, and the last line uses half of the relation Z·Cᵀn = n·CZ.

## Moving the potential zero

```lean
/-- A constant shift `c` of the potential keeps the Kohn-Sham orbitals, shifts each orbital
energy by `c`, and raises the band energy by `c` times the electron number. -/
theorem orbital_shift {K : Matrix ι ι ℂ} {v : ι → ℝ} {ε : o → ℝ} {ψ : o → ι → ℂ}
    (f : o → ℝ) (c : ℝ) (h : IsOrbitalSet K v ε ψ) :
    IsOrbitalSet K (fun i => v i + c) (fun k => ε k + c) ψ ∧
      bandEnergy f (fun k => ε k + c) = bandEnergy f ε + c * ∑ i, density f ψ i := by
  constructor
  · intro k
    refine ⟨?_, (h k).2⟩
    funext i
    have h1 := congrFun (h k).1 i
    simp only [Pi.add_apply, Pi.smul_apply, smul_eq_mul] at h1 ⊢
    push_cast
    linear_combination h1
  · -- normalisation turns the electron number into the sum of occupations
    have hs : ∑ i, density f ψ i = ∑ k, f k := by
      simp only [density]
      rw [Finset.sum_comm]
      exact Finset.sum_congr rfl fun k _ => by rw [← Finset.mul_sum, (h k).2, mul_one]
    rw [hs]
    exact dot_shift f ε c
```

The `∧` joins two conclusions. If ψₖ solves the equations in v with energy εₖ, it solves them in v + c with energy εₖ + c, because cψₖ(i) is added to both sides. The band energy then becomes

∑ₖ fₖ(εₖ + c) = B + c ∑ₖ fₖ = B + c ∑ᵢ nᵢ,

where the last step uses normalisation. This is where the shift of B in the next theorem comes from.

```lean
/-- The potential form is unchanged by every common shift of the potentials, with `B`
shifted by `c` times the electron number, exactly when the system is neutral. -/
theorem shift_invariant_iff_neutral (B : ℝ) (n V : ι → ℝ) (Z M : κ → ℝ) :
    (∀ c : ℝ, potentialForm (B + c * ∑ i, n i) n Z (fun i => V i + c) (fun a => M a + c)
      = potentialForm B n Z V M) ↔ ∑ i, n i = ∑ a, Z a := by
  simp only [potentialForm, dot_shift]
  constructor
  · intro h
    linarith [h 1]
  · intro h c
    linear_combination (c / 2) * h
```

`↔` means "if and only if". After the shift, the potential form is

B + c∑n − (n·V + c∑n + Z·M + c∑Z)/2,

which differs from the original by

c(∑n − ∑Z)/2.

If the system is neutral, this vanishes for every c. Conversely, if it vanishes for every c, then c = 1 already gives ∑n = ∑Z, which is the step `linarith [h 1]`. The theorem holds for arbitrary real B, n, V, Z and M, self-consistent or not.

## An atom on two grid points in numbers

```lean
/-- A doubly occupied complex orbital on two sites, with one nucleus of charge 2 and
`vxc = -1`, solves the self-consistent equations with orbital energy `-3/2`. -/
theorem total_energy_witness :
    IsOrbitalSet !![1, -1; -1, 1]
      (electronPotential !![1, 1 / 2; 1 / 2, 1] !![1; 1]
        (density (fun _ : Fin 1 => 2) (fun _ (_ : Fin 2) => (⟨1 / 2, 1 / 2⟩ : ℂ)))
        (fun _ : Fin 1 => 2) + fun _ => -1)
      (fun _ : Fin 1 => -3 / 2) (fun _ (_ : Fin 2) => (⟨1 / 2, 1 / 2⟩ : ℂ)) := by
  have hq : Complex.normSq (⟨1 / 2, 1 / 2⟩ : ℂ) = 1 / 2 := by
    rw [Complex.normSq_mk]
    norm_num
  have hn : density (fun _ : Fin 1 => 2) (fun _ (_ : Fin 2) => (⟨1 / 2, 1 / 2⟩ : ℂ))
      = fun _ => 1 := by
    funext i
    simp only [density, hq]
    norm_num
  have hv : electronPotential !![1, 1 / 2; 1 / 2, 1] !![1; 1] (fun _ : Fin 2 => 1)
      (fun _ : Fin 1 => 2) + (fun _ => -1) = fun _ => -3 / 2 := by
    funext i
    fin_cases i <;>
      norm_num [electronPotential, Matrix.mulVec, dotProduct, Fin.sum_univ_succ]
  rw [hn, hv]
  intro k
  constructor
  · funext i
    fin_cases i <;> simp [dotProduct, Fin.sum_univ_succ]
  · simp only [hq]
    norm_num

end

end LAPWTotalEnergy
```

The theorem states that one particular orbital solves the self-consistent equations. Two sites share a doubly occupied orbital with the value (1 + i)/2 on each site, where i is here the imaginary unit. Its squared modulus is 1/2 per site, so the orbital is normalised and n = (1, 1). One nucleus has charge 2.

Each site has V = 1 + 1/2 − 2 = −1/2. With vxc = −1, the full potential is −3/2. The kinetic matrix, with rows (1, −1) and (−1, 1), gives zero on a constant orbital, so the orbital energy is −3/2. In the proof, `hn` computes the density, `hv` the potential, and the remaining steps check the orbital equation and the norm.

The energies follow by hand. Take N = 0, since a single nucleus has no other nucleus to repel. Then

T = 0, B = 2 · (−3/2) = −3, M = 1 + 1 = 2.

The direct sum is

T + E_C = 0 + 3/2 − 4 = −5/2.

The potential form is

B − (n·V + Z·M)/2 = −3 − (−1 + 4)/2 = −9/2,

and subtracting n·vxc = −2 gives −5/2 again. Exc adds the same number to both sides.

The atom is neutral, so a shift should have no effect. For c = 1, B becomes −1, V becomes 1/2 on each site and M becomes 3, which gives

−1 − (1 + 6)/2 = −9/2,

as before.

```lean
#print axioms LAPWTotalEnergy.electronPotential_is_derivative
#print axioms LAPWTotalEnergy.total_energy
#print axioms LAPWTotalEnergy.orbital_shift
#print axioms LAPWTotalEnergy.shift_invariant_iff_neutral
```

```
'LAPWTotalEnergy.electronPotential_is_derivative' depends on axioms: [propext, Classical.choice, Quot.sound]
'LAPWTotalEnergy.total_energy' depends on axioms: [propext, Classical.choice, Quot.sound]
'LAPWTotalEnergy.orbital_shift' depends on axioms: [propext, Classical.choice, Quot.sound]
'LAPWTotalEnergy.shift_invariant_iff_neutral' depends on axioms: [propext, Classical.choice, Quot.sound]
```
